# The axial multipole series converges exactly when the charge is nearer the centre than the field point

A multipole expansion about a badly placed centre can diverge at a point where the potential is finite. Put a unit charge at $d = 3$ on an axis, at the edge of a cell occupying $[-1, 3]$, and expand the signed kernel $1/(z-d)$, whose absolute value is the Coulomb potential with the prefactor set to one, about the centre $c = 0$ for a field point $z = -2$. The field point lies outside the cell and the kernel equals $-1/5$, yet the multipole terms are $-\tfrac12, \tfrac34, -\tfrac98, \dots$, and each added order makes the sum worse. Lying outside the cell is thus not enough. With charge, centre and field point on one line, the exact condition is $|d-c| < |z-c|$, and the midpoint of the cell meets it for every charge inside and every field point outside. Full-potential multiple scattering expands fields about the centres of non-spherical cells and meets the same question at points outside a cell but inside its bounding sphere; what follows is the static, collinear case with point charges.

```lean
import Mathlib

open Finset

namespace AxialMultipole

noncomputable section
```

## Multipole terms and moments on an axis

The positions $c$ (centre), $d$ (charge) and $z$ (field point) are real coordinates on a common axis, and the Coulomb prefactor is set to one. The term of order $l = 0, 1, 2, \dots$ is
$$t_l = \frac{(d-c)^l}{(z-c)^{l+1}} .$$
Up to the overall sign of $z-c$, this is the term $|d-c|^l\,|z-c|^{-(l+1)} P_l(\cos\gamma)$ of the Legendre expansion of the Coulomb kernel, where $P_l$ is the Legendre polynomial and the angle $\gamma$ between charge and field point, seen from the centre, is $0$ or $\pi$, so that $P_l(\cos\gamma) = (\pm1)^l$. In Lean $t_l$ is taken as the definition, `term c d z l`, and Legendre polynomials do not appear.

```lean
/-- The `l`-th axial multipole term about the centre `c` for a unit charge at `d` and a field
point `z`, all on one axis. -/
def term (c d z : ℝ) (l : ℕ) : ℝ := (d - c) ^ l / (z - c) ^ (l + 1)
```

For charges $w_i$ at positions $d_i$, with $i$ in a finite set $s$, the moment of order $l$ about $c$ is $Q_l = \sum_{i\in s} w_i (d_i-c)^l$, so $Q_0$ is the total charge and $Q_1$ the dipole moment. The charges are real numbers of either sign.

```lean
/-- The `l`-th axial multipole moment about `c` of charges `w i` at positions `d i`. -/
def moment {ι : Type*} (s : Finset ι) (w d : ι → ℝ) (c : ℝ) (l : ℕ) : ℝ :=
  ∑ i ∈ s, w i * (d i - c) ^ l
```

## A geometric series in the ratio of distances

With $r = (d-c)/(z-c)$, pulling one factor out of the denominator gives
$$t_l = \frac{1}{z-c}\, r^l .$$

```lean
/-- Each multipole term is `1/(z-c)` times the `l`-th power of the ratio `(d-c)/(z-c)`. -/
theorem term_eq_geometric (c d z : ℝ) (l : ℕ) :
    term c d z l = (z - c)⁻¹ * ((d - c) / (z - c)) ^ l := by
  unfold term
  rw [div_pow, pow_succ, ← div_div, div_eq_mul_inv _ (z - c), mul_comm]
```

For $z \ne c$ the prefactor is a non-zero constant and does not affect convergence. A geometric series converges if and only if $|r| < 1$, which on multiplying by $|z-c| > 0$ reads $|d-c| < |z-c|$.

```lean
/-- For a field point off the centre, the multipole series converges exactly when the charge
is closer to the centre than the field point. -/
theorem summable_iff {c d z : ℝ} (hz : z ≠ c) :
    Summable (term c d z) ↔ |d - c| < |z - c| := by
  have h0 : z - c ≠ 0 := sub_ne_zero.mpr hz
  have hfun : term c d z = fun l => (z - c)⁻¹ * ((d - c) / (z - c)) ^ l :=
    funext (term_eq_geometric c d z)
  rw [hfun, summable_mul_left_iff (inv_ne_zero h0), summable_geometric_iff_norm_lt_one,
    Real.norm_eq_abs, abs_div, div_lt_one (abs_pos.mpr h0)]
```

The rewriting chain follows these sentences: `summable_mul_left_iff` removes the prefactor, `summable_geometric_iff_norm_lt_one` is the geometric criterion, and `abs_div` with `div_lt_one` clears the denominator. `Summable` means convergence independent of the order of terms, which for real series is absolute convergence. For $|r| \ge 1$ the terms do not tend to zero, so no conditionally convergent case is lost. The hypothesis `z ≠ c` matters because Lean evaluates division by zero as zero: at $z = c$ every term vanishes and the series would count as convergent.

Now assume $|d-c| < |z-c|$. The strict inequality gives $|z-c| > 0$, and it excludes $z = d$, where both sides would be equal. Since
$$1 - r = \frac{(z-c)-(d-c)}{z-c} = \frac{z-d}{z-c},$$
the sum is
$$\sum_{l=0}^{\infty} t_l = \frac{1}{z-c}\,\frac{1}{1-r} = \frac{1}{z-c}\,\frac{z-c}{z-d} = \frac{1}{z-d}.$$
The centre has dropped out of the value.

```lean
/-- If the charge is closer to the centre than the field point, then `z ≠ d` and the multipole
series sums to `1/(z-d)`. -/
theorem hasSum_term {c d z : ℝ} (h : |d - c| < |z - c|) :
    z ≠ d ∧ HasSum (term c d z) (1 / (z - d)) := by
  have hpos : 0 < |z - c| := lt_of_le_of_lt (abs_nonneg _) h
  have h0 : z - c ≠ 0 := abs_pos.mp hpos
  have hzd : z ≠ d := by
    rintro rfl
    exact lt_irrefl _ h
  have h1 : z - d ≠ 0 := sub_ne_zero.mpr hzd
  refine ⟨hzd, ?_⟩
  have hr : ‖(d - c) / (z - c)‖ < 1 := by
    rw [Real.norm_eq_abs, abs_div, div_lt_one hpos]
    exact h
  have hfun : term c d z = fun l => (z - c)⁻¹ * ((d - c) / (z - c)) ^ l :=
    funext (term_eq_geometric c d z)
  -- the complement of the ratio is `(z-d)/(z-c)`
  have hone : 1 - (d - c) / (z - c) = (z - d) / (z - c) := by
    rw [eq_div_iff h0, sub_mul, div_mul_cancel₀ _ h0]
    ring
  have hval : 1 / (z - d) = (z - c)⁻¹ * (1 - (d - c) / (z - c))⁻¹ := by
    rw [hone, inv_div]
    field_simp
  rw [hfun, hval]
  exact (hasSum_geometric_of_norm_lt_one hr).mul_left _
```

Here `hone` is the formula for $1-r$ and `hval` the last two equalities. The final line multiplies Mathlib's geometric sum `hasSum_geometric_of_norm_lt_one` by the prefactor. `HasSum f a` says that the series of `f` converges to `a`.

## The error after $L$ orders

Let $E_L = 1/(z-d) - \sum_{l=0}^{L-1} t_l$, for $z \ne c$ and $z \ne d$. The identity
$$\frac{1}{z-d} - \frac{1}{z-c} = \frac{d-c}{(z-c)(z-d)} = \frac{r}{z-d}$$
drives an induction. At $L = 0$, $E_0 = 1/(z-d)$. If $E_L = r^L/(z-d)$, then
$$E_{L+1} = E_L - \frac{r^L}{z-c} = r^L\left(\frac{1}{z-d} - \frac{1}{z-c}\right) = \frac{r^{L+1}}{z-d}.$$

```lean
/-- For a field point off the centre and off the charge, keeping the multipoles `l < L` leaves
the error `((d-c)/(z-c))^L / (z-d)`. -/
theorem truncation_error {c d z : ℝ} (hc : z ≠ c) (hd : z ≠ d) (L : ℕ) :
    1 / (z - d) - ∑ l ∈ range L, term c d z l = ((d - c) / (z - c)) ^ L / (z - d) := by
  have h0 : z - c ≠ 0 := sub_ne_zero.mpr hc
  have h1 : z - d ≠ 0 := sub_ne_zero.mpr hd
  have key : (d - c) / (z - c) * (z - d)⁻¹ = (z - d)⁻¹ - (z - c)⁻¹ := by
    field_simp
    ring
  induction L with
  | zero => simp
  | succ L ih =>
    rw [sum_range_succ, term_eq_geometric, pow_succ, div_eq_mul_inv _ (z - d),
      div_eq_mul_inv _ (z - d)]
    rw [div_eq_mul_inv _ (z - d), div_eq_mul_inv _ (z - d)] at ih
    generalize (d - c) / (z - c) = r at key ih ⊢
    linear_combination ih - r ^ L * key
```

The identity is `key`, and after some rewriting the induction step closes with `linear_combination ih - r ^ L * key`. The sum over `range L` runs over $l = 0, \dots, L-1$, so the highest order kept is $L-1$. No convergence is assumed: the relative error is $r^L$ whether it shrinks or grows, and in the opening example it is $(-3/2)^L$.

## The midpoint of a charge interval

Let the charge lie in $[p,q]$, let $z$ lie outside, and put $m = (p+q)/2$. From $p \le d \le q$ follows $|d-m| \le (q-p)/2$. If $z < p$, then $m - z > m - p = (q-p)/2$, and if $z > q$, then $z - m > q - m = (q-p)/2$. In both cases
$$|d-m| \le \frac{q-p}{2} < |z-m| .$$

```lean
/-- Every point of `[p,q]` is closer to the midpoint than any point outside `[p,q]`. -/
theorem midpoint_closer {p q d z : ℝ} (hd : d ∈ Set.Icc p q) (hz : z ∉ Set.Icc p q) :
    |d - (p + q) / 2| < |z - (p + q) / 2| := by
  obtain ⟨h1, h2⟩ := hd
  have hle : |d - (p + q) / 2| ≤ (q - p) / 2 := abs_le.mpr ⟨by linarith, by linarith⟩
  refine lt_of_le_of_lt hle (lt_abs.mpr ?_)
  rw [Set.mem_Icc, not_and_or, not_le, not_le] at hz
  rcases hz with hz | hz
  · right; linarith
  · left; linarith
```

`Set.Icc p q` is the closed interval, `hle` is the first inequality, and the two branches of `rcases` are $z < p$ and $z > q$. No assumption $p \le q$ is written, since a point $d$ in the interval already implies it.

## Criterion, value and midpoint centre together

The main theorem has three clauses. For all real $c, d, z$ with $z \ne c$, the series converges if and only if $|d-c| < |z-c|$. For $z \ne c$, a convergent series forces $z \ne d$ and has the sum $1/(z-d)$. For all real $p, q, d, z$ with $d \in [p,q]$ and $z \notin [p,q]$, the series about $(p+q)/2$ converges to $1/(z-d)$. In the opening example the midpoint is $1$, the ratio is $r = -2/3$, and the sum is $-\tfrac13 \big/ \tfrac53 = -\tfrac15$.

```lean
/-- For `z ≠ c` the axial multipole series converges iff `|d-c| < |z-c|`, and a convergent
series sums to `1/(z-d)` with `z ≠ d`. About the midpoint of `[p,q]` it sums to `1/(z-d)` for
every charge position in `[p,q]` and every field point outside. -/
theorem axial_multipole_expansion :
    (∀ c d z : ℝ, z ≠ c → (Summable (term c d z) ↔ |d - c| < |z - c|)) ∧
    (∀ c d z : ℝ, z ≠ c → Summable (term c d z) →
      z ≠ d ∧ HasSum (term c d z) (1 / (z - d))) ∧
    (∀ p q d z : ℝ, d ∈ Set.Icc p q → z ∉ Set.Icc p q →
      HasSum (term ((p + q) / 2) d z) (1 / (z - d))) :=
  ⟨fun _ _ _ hz => summable_iff hz,
    fun _ _ _ hz hs => hasSum_term ((summable_iff hz).mp hs),
    fun _ _ _ _ hd hz => (hasSum_term (midpoint_closer hd hz)).2⟩
```

The first clause is `summable_iff`, the second feeds its forward direction into `hasSum_term`, and the third feeds in `midpoint_closer`. The statement concerns point charges, the static kernel and collinear points. It says nothing about off-axis points, continuous densities, the energy-dependent Green function of scattering theory, or the double angular-momentum sums that couple two cells. The value $1/(z-d)$ is signed and equals the potential only for $z > d$.

## No other centre serves the whole interval

Take $p \le q$ and ask that the series about $c$ converge for all $d \in [p,q]$ and all $z \notin [p,q]$ with $z \ne c$. The midpoint does this. Suppose $c < m$. Put the charge at the farther endpoint, $d = q$, and the field point at its mirror image $z = 2c - q$. From $2c < p+q$ follows $z < p$, so $z$ is outside, and $z \neq c$ because $c < m \le q$. Then $z - c = -(q-c)$, so $r = -1$ and the criterion fails. For $c > m$ the pair $d = p$, $z = 2c - p$ fails in the same way.

```lean
/-- For `p ≤ q`, the multipole series about `c` converges for all charge positions in `[p,q]`
and all field points outside `[p,q]` other than `c` iff `c` is the midpoint. -/
theorem midpoint_unique {p q c : ℝ} (hpq : p ≤ q) :
    (∀ z, z ∉ Set.Icc p q → z ≠ c → ∀ d ∈ Set.Icc p q, Summable (term c d z)) ↔
      c = (p + q) / 2 := by
  constructor
  · intro h
    by_contra hne
    rcases lt_or_gt_of_ne hne with hlt | hgt
    · -- centre too far left: mirror the endpoint `q` in `c`
      have hout : 2 * c - q ∉ Set.Icc p q := fun hm => by linarith [hm.1]
      have hzc : 2 * c - q ≠ c := fun he => by linarith
      have hlt' := (summable_iff hzc).mp (h _ hout hzc q ⟨hpq, le_rfl⟩)
      have he : 2 * c - q - c = -(q - c) := by ring
      rw [he, abs_neg] at hlt'
      exact lt_irrefl _ hlt'
    · -- centre too far right: mirror the endpoint `p` in `c`
      have hout : 2 * c - p ∉ Set.Icc p q := fun hm => by linarith [hm.2]
      have hzc : 2 * c - p ≠ c := fun he => by linarith
      have hlt' := (summable_iff hzc).mp (h _ hout hzc p ⟨le_rfl, hpq⟩)
      have he : 2 * c - p - c = -(p - c) := by ring
      rw [he, abs_neg] at hlt'
      exact lt_irrefl _ hlt'
  · rintro rfl z hz _ d hd
    exact (hasSum_term (midpoint_closer hd hz)).2.summable
```

In each branch `hout` places the mirror point outside, `hzc` keeps it off the centre, and `he` with `abs_neg` turns the criterion into the false statement $|q-c| < |q-c|$ or $|p-c| < |p-c|$. The hypothesis `p ≤ q` makes the interval non-empty; for an empty interval every centre would qualify. The uniqueness refers to all charge positions in the interval at once, not to one given set of charges. As a geometric reading that the theorems do not state, the interval is exactly the ball of radius $(q-p)/2$ about its midpoint, a coincidence of cell and bounding sphere that a polyhedral cell in three dimensions lacks.

## A cell shrunk to a point, and a field point near the edge

The theorems allow $p = q$. The charge then sits at the centre, $d = m$, and $r = 0$. With $0^0 = 1$, which is also Lean's convention, $t_0 = 1/(z-d)$ and all higher terms vanish, so the monopole is exact and $E_L = 0$ for $L \ge 1$. At the other extreme, take $p < q$, the charge at $d = q$ and $z$ slightly larger than $q$. Then $r = (q-m)/(z-m)$ is just below one, and the relative error $r^L$ decays the more slowly the closer $z$ comes to $q$.

## Finitely many charges

Let all $d_i$ lie in $[p,q]$ and $z$ outside, and take the moments $Q_l$ about $m$. Each charge has a convergent series, and finitely many convergent series add term by term:
$$\sum_{l=0}^{\infty} \frac{Q_l}{(z-m)^{l+1}} = \sum_{l=0}^{\infty} \sum_{i\in s} w_i \frac{(d_i-m)^l}{(z-m)^{l+1}} = \sum_{i\in s} \frac{w_i}{z-d_i}.$$

```lean
/-- For finitely many charges `w i` at positions `d i` in `[p,q]` and a field point outside,
the series of midpoint moments over `(z-m)^(l+1)` sums to `∑ w i / (z - d i)`. -/
theorem hasSum_moments {ι : Type*} (s : Finset ι) (w d : ι → ℝ) {p q z : ℝ}
    (hd : ∀ i ∈ s, d i ∈ Set.Icc p q) (hz : z ∉ Set.Icc p q) :
    HasSum (fun l => moment s w d ((p + q) / 2) l / (z - (p + q) / 2) ^ (l + 1))
      (∑ i ∈ s, w i / (z - d i)) := by
  have h := hasSum_sum (s := s)
    (fun i hi => (hasSum_term (midpoint_closer (hd i hi) hz)).2.mul_left (w i))
  have hfun : (fun l => moment s w d ((p + q) / 2) l / (z - (p + q) / 2) ^ (l + 1)) =
      fun l => ∑ i ∈ s, w i * term ((p + q) / 2) (d i) z l := by
    funext l
    unfold moment term
    rw [Finset.sum_div]
    exact sum_congr rfl fun i _ => mul_div_assoc _ _ _
  have hval : ∑ i ∈ s, w i / (z - d i) = ∑ i ∈ s, w i * (1 / (z - d i)) :=
    sum_congr rfl fun i _ => by rw [mul_one_div]
  rw [hfun, hval]
  exact h
```

`hasSum_sum` adds the series, each scaled by `w i`, and `hfun` is the first equality. The statement gives a sufficient condition only, with no converse for the moment series.

## The unsigned Coulomb kernel

If $|d-c| < |z-c|$, then $z-d$ has the sign of $z-c$. For $z - c > 0$ the inequality gives $d - c < z - c$, hence $z - d > 0$. For $z - c < 0$ it gives $d - c > z - c$, hence $z - d < 0$. With the sign $\sigma = |z-c|/(z-c) = \pm1$,
$$\frac{1}{|z-d|} = \frac{\sigma}{z-d} = \sum_{l=0}^{\infty} \sigma\, t_l .$$
In the proof `hval` establishes the first equality by these two cases, and `mul_left` multiplies the signed series by $\sigma$. The statement is for a single unit charge and any centre that meets the inequality.

```lean
/-- If the charge is closer to the centre than the field point, the multipole terms times the
sign `|z-c|/(z-c)` sum to the Coulomb kernel `1/|z-d|`. -/
theorem hasSum_coulomb {c d z : ℝ} (h : |d - c| < |z - c|) :
    HasSum (fun l => |z - c| / (z - c) * term c d z l) (1 / |z - d|) := by
  have hpos : 0 < |z - c| := lt_of_le_of_lt (abs_nonneg _) h
  have h0 : z - c ≠ 0 := abs_pos.mp hpos
  -- `z - d` has the sign of `z - c`
  have hval : 1 / |z - d| = |z - c| / (z - c) * (1 / (z - d)) := by
    rcases lt_or_gt_of_ne h0 with hn | hp
    · have h' := h
      rw [abs_of_neg hn, abs_lt] at h'
      have hzd : z - d < 0 := by linarith [h'.1]
      rw [abs_of_neg hn, abs_of_neg hzd, neg_div, div_self h0, div_neg]
      ring
    · have h' := h
      rw [abs_of_pos hp, abs_lt] at h'
      have hzd : 0 < z - d := by linarith [h'.2]
      rw [abs_of_pos hp, abs_of_pos hzd, div_self h0, one_mul]
  rw [hval]
  exact (hasSum_term h).2.mul_left _

end

end AxialMultipole
```

```lean
#print axioms AxialMultipole.axial_multipole_expansion
#print axioms AxialMultipole.midpoint_unique
#print axioms AxialMultipole.hasSum_moments
#print axioms AxialMultipole.hasSum_coulomb
```

```
'AxialMultipole.axial_multipole_expansion' depends on axioms: [propext, Classical.choice, Quot.sound]
'AxialMultipole.midpoint_unique' depends on axioms: [propext, Classical.choice, Quot.sound]
'AxialMultipole.hasSum_moments' depends on axioms: [propext, Classical.choice, Quot.sound]
'AxialMultipole.hasSum_coulomb' depends on axioms: [propext, Classical.choice, Quot.sound]
```
